# The three-point second difference of x³ differs from 6x by twice the difference of adjacent grid spacings

On a grid whose spacing may vary, a second derivative can be approximated from three neighbouring nodes by taking the slopes over the two intervals, subtracting the left from the right, and multiplying by 2 over the distance between the outer nodes. The lemma applies this formula to the function x³, whose true second derivative is 6x. For real nodes in strictly increasing order, it states that the result is exactly 6x at the middle node plus 2(r − l), where r is the spacing to the right of that node and l the spacing to its left. The plan is to show that the three denominators are nonzero, write each slope of the cube as a polynomial, clear the remaining denominator, and leave the algebra to `ring`.

An attempt in Lean 4 with a fault in it:

```lean
import Mathlib

namespace SecondDiffCube

noncomputable section

/-- The three-point second difference of `u` centred at the node `x (i + 1)`, for
three distinct neighbouring nodes `x i`, `x (i + 1)`, `x (i + 2)`. -/
def secondDiff (x u : ℕ → ℝ) (i : ℕ) : ℝ :=
  2 / (x (i + 2) - x i) *
    ((u (i + 2) - u (i + 1)) / (x (i + 2) - x (i + 1))
      - (u (i + 1) - u i) / (x (i + 1) - x i))

/-- At three increasing nodes the second difference of `x ^ 3` is `6 x` plus twice the
difference of the adjacent spacings. -/
theorem secondDiff_cube (x : ℕ → ℝ) (i : ℕ) (h1 : x i < x (i + 1))
    (h2 : x (i + 1) < x (i + 2)) :
    secondDiff x (fun j => x j ^ 3) i =
      6 * x (i + 1) + 2 * ((x (i + 2) - x (i + 1)) - (x (i + 1) - x i)) := by
  have a : x (i + 1) - x i ≠ 0 := by linarith [sub_pos.mpr h1] |> fun h => (sub_pos.mpr h1).ne'
  have b : x (i + 2) - x (i + 1) ≠ 0 := (sub_pos.mpr h2).ne'
  have c : x (i + 2) - x i ≠ 0 := (sub_pos.mpr (h1.trans h2)).ne'
  have hA : (x (i + 2) ^ 3 - x (i + 1) ^ 3) / (x (i + 2) - x (i + 1)) =
      x (i + 2) ^ 2 + x (i + 2) * x (i + 1) + x (i + 1) ^ 2 := by
    rw [div_eq_iff b]; ring
  have hB : (x (i + 1) ^ 3 - x i ^ 3) / (x (i + 1) - x i) =
      x (i + 1) ^ 2 + x (i + 1) * x i + x i ^ 2 := by
    rw [div_eq_iff a]; ring
  simp only [secondDiff]
  rw [hA, hB, div_mul_eq_mul_div, div_eq_iff c]
  ring

end

end SecondDiffCube
```

Lean reports:

```
Main.lean:20:37: error: linarith failed to find a contradiction
x : ℕ → ℝ
i : ℕ
h1 : x i < x (i + 1)
h2 : x (i + 1) < x (i + 2)
⊢ False
failed
Main.lean:19:75: error: unsolved goals
x : ℕ → ℝ
i : ℕ
h1 : x i < x (i + 1)
h2 : x (i + 1) < x (i + 2)
⊢ secondDiff x (fun j => x j ^ 3) i = 6 * x (i + 1) + 2 * (x (i + 2) - x (i + 1) - (x (i + 1) - x i))
```

What went wrong. The fault is in the proof of `a`, that the left spacing is nonzero. Lean reads the line as `(by linarith [...]) |> fun h => ...`, so `linarith` has to supply the argument `h`, not prove `a`. The function never uses `h`, and nothing says what `h` should state. With no comparison to negate, `linarith` can only look for a contradiction among the facts it has. These say that the nodes increase, which is consistent, so it fails with the goal `False`.

The second message comes from the undetermined type of `h`. When a `by` inside a `have` merely fails, Lean normally reports the error, takes the fact as given and carries on. Here the type of `h` is still unknown after the failure, so Lean can't complete the `have` and abandons the proof there. The theorem's goal is left as it stood at the start, which is why `a`, `b` and `c` are missing from the context shown.

The repair keeps only the function's body, `(sub_pos.mpr h1).ne'`, which was already a full proof of `a`. `sub_pos.mpr h1` says that the spacing is positive, and `.ne'` turns that into the statement that it is not zero. With the unused argument gone, there is nothing for `linarith` to prove and no unknown type, so both errors disappear. The rest of the proof is unchanged.

The change, after which it compiles:

```diff
@@ -18,5 +18,5 @@
     secondDiff x (fun j => x j ^ 3) i =
       6 * x (i + 1) + 2 * ((x (i + 2) - x (i + 1)) - (x (i + 1) - x i)) := by
-  have a : x (i + 1) - x i ≠ 0 := by linarith [sub_pos.mpr h1] |> fun h => (sub_pos.mpr h1).ne'
+  have a : x (i + 1) - x i ≠ 0 := (sub_pos.mpr h1).ne'
   have b : x (i + 2) - x (i + 1) ≠ 0 := (sub_pos.mpr h2).ne'
   have c : x (i + 2) - x i ≠ 0 := (sub_pos.mpr (h1.trans h2)).ne'
```
